# Concavity and slope bounds for the lowest level of $A+tB$ with real symmetric $A$ and $B$

## The ligand-field family and its levels

How fast can the ground energy of a transition-metal ion change as the ligand field grows? In a Tanabe-Sugano calculation the Hamiltonian matrix is $A+tB$. Energies are measured in units of the Racah parameter usually called $B$, and the ratio of the Racah parameter $C$ to it is held fixed. Below, the letter $B$ denotes a matrix instead: $A$ is the electron-repulsion matrix in these units, $B$ is the ligand-field matrix per unit splitting, and $t$ is the splitting in the same units as $A$. Printed diagrams measure energies from the ground level, which makes it flat; the energies below are absolute.

Matrices are real, with rows and columns labelled by a finite type `n`. From part (b) on, `n` is nonempty, so size one is allowed. Write $v\cdot w=\sum_i v_iw_i$, in Lean `v ⬝ᵥ w`, and $Av$ for `A *ᵥ v`. A state is normalised when $v\cdot v=1$.

```lean
import Mathlib

open Matrix

namespace TanabeSuganoSlopes

noncomputable section

variable {n : Type*} [Fintype n]
```

A level is a real number with a nonzero eigenvector. The set of levels does not record degeneracy.

```lean
/-- The energy levels of a real matrix: the real numbers that have a nonzero eigenvector. -/
def levels (A : Matrix n n ℝ) : Set ℝ := {E | ∃ v : n → ℝ, v ≠ 0 ∧ A *ᵥ v = E • v}
```

Write $E_{\min}(A)$ for `groundEnergy A`, the infimum of the levels.

```lean
/-- The ground energy: the infimum of the energy levels, for a real symmetric matrix of
size at least one. -/
def groundEnergy (A : Matrix n n ℝ) : ℝ := sInf (levels A)
```

Write $E_{\max}(A)$ for `highestEnergy A`, the supremum. Parts (c) and (d) show that both are attained for symmetric matrices, a condition that Lean writes as `IsSymm`.

```lean
/-- The highest energy: the supremum of the energy levels, for a real symmetric matrix of
size at least one. -/
def highestEnergy (A : Matrix n n ℝ) : ℝ := sSup (levels A)
```

Finally, let $g(t)=E_{\min}(A+tB)$. That an actual transition-metal compound is described by one finite matrix of this form, with $A$ and $B$ unchanged as the field varies, is a physical assumption.

## (a) Energy expectation in an eigenstate

**Task.** For $v\cdot v=1$ and $Av=Ev$, show that $v\cdot Av=E$.

**Solution.** Substitution gives $v\cdot Av=E\,(v\cdot v)=E$. Symmetry is not needed.

```lean
/-- In a normalised eigenstate the expectation value is the eigenvalue. -/
theorem expectation_eigenstate {A : Matrix n n ℝ} {v : n → ℝ} {E : ℝ}
    (hv : v ⬝ᵥ v = 1) (he : A *ᵥ v = E • v) : v ⬝ᵥ A *ᵥ v = E := by
  rw [he, dotProduct_smul, hv, smul_eq_mul, mul_one]
```

## (b) An eigenstate that minimises the energy

**Task.** For symmetric $A$, find a number $E$ and a normalised $v$ with $Av=Ev$ and, for every $w$,
$$E\,(w\cdot w)\le w\cdot Aw .$$

**Solution.** Take an orthonormal eigenbasis $b_i$ with eigenvalues $\lambda_i$, and let $\lambda_k$ be the smallest. Put $c_i=b_i\cdot w$. Symmetry gives $b_i\cdot Aw=(Ab_i)\cdot w=\lambda_ic_i$, so
$$w\cdot Aw=\sum_i\lambda_ic_i^2\ge\lambda_k\sum_ic_i^2=\lambda_k\,(w\cdot w).$$
Choose $E=\lambda_k$ and $v=b_k$.

In Lean, `hexp` is the expansion in the basis, `hmove` moves $A$ onto $b_i$, and `Finset.sum_le_sum` compares the sums term by term.

```lean
variable [Nonempty n]

/-- A real symmetric matrix of size at least one has a normalised eigenstate whose eigenvalue
bounds the expectation value in every state from below. -/
theorem exists_minimising_eigenstate {A : Matrix n n ℝ} (hA : A.IsSymm) :
    ∃ (E : ℝ) (v : n → ℝ), v ⬝ᵥ v = 1 ∧ A *ᵥ v = E • v ∧
      ∀ w : n → ℝ, E * (w ⬝ᵥ w) ≤ w ⬝ᵥ A *ᵥ w := by
  classical
  have hH : A.IsHermitian := Matrix.IsHermitian.ext (fun i j => by simpa using hA.apply i j)
  have hin : ∀ x y : EuclideanSpace ℝ n, inner ℝ x y = x.ofLp ⬝ᵥ y.ofLp := by
    intro x y
    simp [PiLp.inner_apply, dotProduct, mul_comm]
  obtain ⟨k, hk⟩ := Finite.exists_min hH.eigenvalues
  let b := hH.eigenvectorBasis
  have hb : ∀ i, A *ᵥ (b i).ofLp = hH.eigenvalues i • (b i).ofLp :=
    fun i => hH.mulVec_eigenvectorBasis i
  refine ⟨hH.eigenvalues k, (b k).ofLp, ?_, hb k, fun w => ?_⟩
  · rw [← hin, real_inner_self_eq_norm_sq, b.orthonormal.1 k, one_pow]
  · -- expand the norm and the energy in the eigenbasis
    have hexp : ∀ y : n → ℝ,
        ∑ i, (w ⬝ᵥ (b i).ofLp) * ((b i).ofLp ⬝ᵥ y) = w ⬝ᵥ y := by
      intro y
      have h := b.sum_inner_mul_inner (WithLp.toLp 2 w) (WithLp.toLp 2 y)
      simp only [hin] at h
      exact h
    have hmove : ∀ i, (b i).ofLp ⬝ᵥ A *ᵥ w = hH.eigenvalues i * ((b i).ofLp ⬝ᵥ w) := by
      intro i
      rw [Matrix.dotProduct_mulVec, ← Matrix.mulVec_transpose, hA.eq, hb i,
        smul_dotProduct, smul_eq_mul]
    rw [← hexp w, ← hexp (A *ᵥ w), Finset.mul_sum]
    refine Finset.sum_le_sum (fun i _ => ?_)
    rw [hmove i, dotProduct_comm w (b i).ofLp]
    nlinarith [mul_le_mul_of_nonneg_right (hk i) (sq_nonneg ((b i).ofLp ⬝ᵥ w))]
```

## (c) The variational principle

**Task.** For symmetric $A$, show that $E_{\min}(A)$ is the least level, that it has a normalised eigenstate, and that for every $w$
$$E_{\min}(A)\,(w\cdot w)\le w\cdot Aw .$$

**Solution.** Take $E$ and $v$ from (b). Since $v\ne0$, $E$ is a level. If $Aw=\mu w$ with $w\ne0$, then (b) gives $E\,(w\cdot w)\le\mu\,(w\cdot w)$, and division by $w\cdot w>0$ gives $E\le\mu$. So $E$ is the least level and equals the infimum. `IsLeast` expresses both membership and minimality.

```lean
/-- Variational principle: for a real symmetric matrix of size at least one the ground energy
is the least level, has a normalised eigenstate, and bounds all expectation values below. -/
theorem ground_variational {A : Matrix n n ℝ} (hA : A.IsSymm) :
    IsLeast (levels A) (groundEnergy A) ∧
    (∃ v : n → ℝ, v ⬝ᵥ v = 1 ∧ A *ᵥ v = groundEnergy A • v) ∧
    ∀ w : n → ℝ, groundEnergy A * (w ⬝ᵥ w) ≤ w ⬝ᵥ A *ᵥ w := by
  obtain ⟨E, v, hv, he, hmin⟩ := exists_minimising_eigenstate hA
  have hleast : IsLeast (levels A) E := by
    refine ⟨⟨v, ?_, he⟩, ?_⟩
    · rintro rfl
      simp at hv
    · rintro μ ⟨w, hw, hμ⟩
      have h := hmin w
      rw [hμ, dotProduct_smul, smul_eq_mul] at h
      have hpos : 0 < w ⬝ᵥ w :=
        lt_of_le_of_ne (Finset.sum_nonneg fun i _ => mul_self_nonneg (w i))
          (fun h0 => hw (dotProduct_self_eq_zero.mp h0.symm))
      exact le_of_mul_le_mul_right h hpos
  have hE : groundEnergy A = E := hleast.csInf_eq
  rw [hE]
  exact ⟨hleast, ⟨v, hv, he⟩, hmin⟩
```

## (d) The top of the spectrum

**Task.** Show likewise that $E_{\max}(A)$ is the greatest level, with a normalised eigenstate, and that
$$w\cdot Aw\le E_{\max}(A)\,(w\cdot w).$$

**Solution.** The levels of $-A$ are the negatives of those of $A$, with the same eigenvectors. Hence $E_{\max}(A)=-E_{\min}(-A)$. Part (c) for $-A$ reads $E_{\min}(-A)\,(w\cdot w)\le-w\cdot Aw$; changing sign gives the bound.

```lean
/-- For a real symmetric matrix of size at least one the highest energy is the greatest level,
has a normalised eigenstate, and bounds all expectation values above. -/
theorem highest_variational {A : Matrix n n ℝ} (hA : A.IsSymm) :
    IsGreatest (levels A) (highestEnergy A) ∧
    (∃ v : n → ℝ, v ⬝ᵥ v = 1 ∧ A *ᵥ v = highestEnergy A • v) ∧
    ∀ w : n → ℝ, w ⬝ᵥ A *ᵥ w ≤ highestEnergy A * (w ⬝ᵥ w) := by
  -- reflect the spectrum
  obtain ⟨hl, ⟨v, hv, he⟩, hmin⟩ := ground_variational hA.neg
  have he' : A *ᵥ v = (-groundEnergy (-A)) • v := by
    rw [neg_smul, ← he, Matrix.neg_mulVec, neg_neg]
  have hgreat : IsGreatest (levels A) (-groundEnergy (-A)) := by
    refine ⟨⟨v, ?_, he'⟩, ?_⟩
    · rintro rfl
      simp at hv
    · rintro μ ⟨w, hw, hμ⟩
      have h : -μ ∈ levels (-A) := ⟨w, hw, by rw [Matrix.neg_mulVec, hμ, neg_smul]⟩
      linarith [hl.2 h]
  have hE : highestEnergy A = -groundEnergy (-A) := hgreat.csSup_eq
  rw [hE]
  refine ⟨hgreat, ⟨v, hv, he'⟩, fun w => ?_⟩
  have h := hmin w
  rw [Matrix.neg_mulVec, dotProduct_neg] at h
  linarith
```

## (e) A line above the ground energy

**Task.** Let $A$ and $B$ be symmetric, and let $v$ be a normalised ground state at field $s$. Show that for every $t$
$$g(t)\le g(s)+(t-s)\,(v\cdot Bv).$$

**Solution.** Use $v$ as a trial state at $t$. By (c), then (a),
$$g(t)\le v\cdot(A+tB)v=v\cdot(A+sB)v+(t-s)\,(v\cdot Bv)=g(s)+(t-s)\,(v\cdot Bv).$$
In Lean, `hlin` is the linearity in the field, `h1` the trial-state bound and `h2` the energy at $s$. The ground state may be degenerate.

```lean
/-- For symmetric `A` and `B`, the ground energy of `A + t B` lies on or below the line through
its value at `s` whose slope is the expectation of `B` in a normalised ground state at `s`. -/
theorem ground_le_tangent {A B : Matrix n n ℝ} (hA : A.IsSymm) (hB : B.IsSymm) {s : ℝ}
    {v : n → ℝ} (hv : v ⬝ᵥ v = 1)
    (he : (A + s • B) *ᵥ v = groundEnergy (A + s • B) • v) (t : ℝ) :
    groundEnergy (A + t • B) ≤ groundEnergy (A + s • B) + (t - s) * (v ⬝ᵥ B *ᵥ v) := by
  have hlin : ∀ r : ℝ, v ⬝ᵥ (A + r • B) *ᵥ v = v ⬝ᵥ A *ᵥ v + r * (v ⬝ᵥ B *ᵥ v) := by
    intro r
    simp [Matrix.add_mulVec, Matrix.smul_mulVec]
  -- the ground state at `s` is a trial state at `t`
  have h1 := (ground_variational (hA.add (hB.smul t))).2.2 v
  have h2 := expectation_eigenstate hv he
  rw [hv, mul_one, hlin] at h1
  rw [hlin] at h2
  linarith
```

## (f) Concavity and slope bounds

**Task.** For symmetric $A$ and $B$, show that $g$ is concave: for real $x,y$ and $a,b\ge0$ with $a+b=1$,
$$a\,g(x)+b\,g(y)\le g(ax+by).$$
Show also that for $s<t$
$$E_{\min}(B)\le\frac{g(t)-g(s)}{t-s}\le E_{\max}(B).$$

**Solution.** Let $m=ax+by$, let $v$ be a normalised ground state at $m$, and put $p=v\cdot Bv$. Weighting the bounds from (e) at $x$ and $y$ gives
$$a\,g(x)+b\,g(y)\le g(m)+\big[a(x-m)+b(y-m)\big]p=g(m),$$
because the bracket vanishes. This cancellation is `key`.

For the slopes, let $v$ and $w$ now be normalised ground states at $s$ and $t$. Applying (e) from each end, then (c) and (d) to $B$, gives
$$(t-s)E_{\min}(B)\le(t-s)\,(w\cdot Bw)\le g(t)-g(s)\le(t-s)\,(v\cdot Bv)\le(t-s)E_{\max}(B).$$
Divide by $t-s>0$.

```lean
/-- For real symmetric `A` and `B` of size at least one, the ground energy of `A + t B` is
concave in `t`, and its difference quotients lie between the least and greatest levels of `B`. -/
theorem ground_concave_and_slope_bounds {A B : Matrix n n ℝ}
    (hA : A.IsSymm) (hB : B.IsSymm) :
    ConcaveOn ℝ Set.univ (fun t : ℝ => groundEnergy (A + t • B)) ∧
    ∀ s t : ℝ, s < t →
      groundEnergy B ≤ (groundEnergy (A + t • B) - groundEnergy (A + s • B)) / (t - s) ∧
      (groundEnergy (A + t • B) - groundEnergy (A + s • B)) / (t - s) ≤ highestEnergy B := by
  refine ⟨⟨convex_univ, fun x _ y _ a b ha hb hab => ?_⟩, fun s t hst => ?_⟩
  · simp only [smul_eq_mul]
    -- use the line at the intermediate field
    obtain ⟨v, hv, he⟩ := (ground_variational (hA.add (hB.smul (a * x + b * y)))).2.1
    have h1 := mul_le_mul_of_nonneg_left (ground_le_tangent hA hB hv he x) ha
    have h2 := mul_le_mul_of_nonneg_left (ground_le_tangent hA hB hv he y) hb
    have key : ∀ e p : ℝ, a * (e + (x - (a * x + b * y)) * p)
        + b * (e + (y - (a * x + b * y)) * p) = e := by
      intro e p
      linear_combination (e - p * (a * x + b * y)) * hab
    exact (add_le_add h1 h2).trans_eq (key _ _)
  · have hpos : 0 < t - s := sub_pos.mpr hst
    obtain ⟨v, hv, he⟩ := (ground_variational (hA.add (hB.smul s))).2.1
    obtain ⟨w, hw, hf⟩ := (ground_variational (hA.add (hB.smul t))).2.1
    have h1 := ground_le_tangent hA hB hv he t
    have h2 := ground_le_tangent hA hB hw hf s
    have h3 := (highest_variational hB).2.2 v
    have h4 := (ground_variational hB).2.2 w
    rw [hv, mul_one] at h3
    rw [hw, mul_one] at h4
    have h5 := mul_le_mul_of_nonneg_left h3 hpos.le
    have h6 := mul_le_mul_of_nonneg_left h4 hpos.le
    constructor
    · rw [le_div_iff₀ hpos]
      linarith
    · rw [div_le_iff₀ hpos]
      linarith
```

For a model $A+tB$ with real symmetric $A$ and $B$, a computed ground-energy curve that bends upwards or leaves this slope range therefore signals an error.

Symmetry of $A$ alone is not enough. Take
$$A=\begin{pmatrix}0&1\\1&0\end{pmatrix},\qquad B=\begin{pmatrix}0&1\\0&0\end{pmatrix}.$$
For $t\ge0$ the levels of $A+tB$ are $\pm\sqrt{1+t}$, so $g(t)=-\sqrt{1+t}$, which is strictly convex there. The only level of $B$ is $0$, yet the quotient between $t=0$ and $t=3$ is $-1/3$.

## (g) The Hellmann-Feynman slope

**Task.** Let $A$ and $B$ be symmetric, let $g$ have derivative $d$ at $s$, and let $v$ be any normalised ground state there. Show that
$$d=v\cdot Bv .$$

**Solution.** Put $p=v\cdot Bv$. Part (e) rearranges to $g(t)-tp\le g(s)-sp$, so $g(t)-tp$ is maximal at $t=s$. Its derivative there, $d-p$, is zero. Differentiability is assumed (`HasDerivAt`); it can fail where levels cross.

```lean
/-- Hellmann-Feynman theorem for the ground level: for symmetric `A` and `B`, where the ground
energy of `A + t B` is differentiable, its slope is the expectation of `B` in any normalised
ground state. -/
theorem hellmann_feynman {A B : Matrix n n ℝ} (hA : A.IsSymm) (hB : B.IsSymm) {s d : ℝ}
    {v : n → ℝ} (hv : v ⬝ᵥ v = 1)
    (he : (A + s • B) *ᵥ v = groundEnergy (A + s • B) • v)
    (hd : HasDerivAt (fun t : ℝ => groundEnergy (A + t • B)) d s) :
    d = v ⬝ᵥ B *ᵥ v := by
  -- the ground energy minus the line is maximal at `s`
  have hmax : IsLocalMax
      (fun t : ℝ => groundEnergy (A + t • B) - t * (v ⬝ᵥ B *ᵥ v)) s := by
    refine Filter.Eventually.of_forall (fun t => ?_)
    have h := ground_le_tangent hA hB hv he t
    change groundEnergy (A + t • B) - t * (v ⬝ᵥ B *ᵥ v)
      ≤ groundEnergy (A + s • B) - s * (v ⬝ᵥ B *ᵥ v)
    linarith
  have h0 := hmax.hasDerivAt_eq_zero
    (hd.fun_sub ((hasDerivAt_id' s).mul_const (v ⬝ᵥ B *ᵥ v)))
  linarith
```

## (h) Fields that attain the bounds

**Task.** For $A=0$ and symmetric $B$, show that
$$E_{\min}(tB)=\begin{cases}t\,E_{\min}(B),&t\ge0,\\ t\,E_{\max}(B),&t\le0.\end{cases}$$

**Solution.** Let $w$ be a normalised ground state of $tB$, so $E_{\min}(tB)=t\,(w\cdot Bw)$. For $t\ge0$, $w\cdot Bw\ge E_{\min}(B)$ gives "$\ge$", and a normalised ground state of $B$ as trial state gives "$\le$". For $t\le0$, multiplying $w\cdot Bw\le E_{\max}(B)$ by $t$ reverses it and gives "$\ge$"; a normalised highest state of $B$ as trial state gives "$\le$".

For $A=0$ the quotient in (f) thus equals its lower bound between two nonnegative fields and its upper bound between two nonpositive ones.

```lean
/-- For a real symmetric matrix `B` of size at least one, the ground energy of `t B` is `t` times
the least level of `B` for `t ≥ 0`, and `t` times the greatest for `t ≤ 0`. -/
theorem slope_bounds_sharp {B : Matrix n n ℝ} (hB : B.IsSymm) (t : ℝ) :
    (0 ≤ t → groundEnergy (t • B) = t * groundEnergy B) ∧
    (t ≤ 0 → groundEnergy (t • B) = t * highestEnergy B) := by
  have hlin : ∀ x : n → ℝ, x ⬝ᵥ (t • B) *ᵥ x = t * (x ⬝ᵥ B *ᵥ x) := by
    intro x
    simp [Matrix.smul_mulVec]
  obtain ⟨_, ⟨w, hw, hf⟩, hmin⟩ := ground_variational (hB.smul t)
  have h1 := expectation_eigenstate hw hf
  rw [hlin] at h1
  constructor
  · intro ht
    obtain ⟨_, ⟨v, hv, he⟩, hlow⟩ := ground_variational hB
    have h2 := hmin v
    rw [hlin, expectation_eigenstate hv he, hv, mul_one] at h2
    have h3 := hlow w
    rw [hw, mul_one] at h3
    exact le_antisymm h2 (h1 ▸ mul_le_mul_of_nonneg_left h3 ht)
  · intro ht
    obtain ⟨_, ⟨v, hv, he⟩, hhigh⟩ := highest_variational hB
    have h2 := hmin v
    rw [hlin, expectation_eigenstate hv he, hv, mul_one] at h2
    have h3 := hhigh w
    rw [hw, mul_one] at h3
    exact le_antisymm h2 (h1 ▸ mul_le_mul_of_nonpos_left h3 ht)

end

end TanabeSuganoSlopes
```

```lean
#print axioms TanabeSuganoSlopes.ground_concave_and_slope_bounds
#print axioms TanabeSuganoSlopes.hellmann_feynman
#print axioms TanabeSuganoSlopes.slope_bounds_sharp
```

```
'TanabeSuganoSlopes.ground_concave_and_slope_bounds' depends on axioms: [propext, Classical.choice, Quot.sound]
'TanabeSuganoSlopes.hellmann_feynman' depends on axioms: [propext, Classical.choice, Quot.sound]
'TanabeSuganoSlopes.slope_bounds_sharp' depends on axioms: [propext, Classical.choice, Quot.sound]
```
